# The chiral Dirac equations with nonzero mass have a nonzero plane-wave solution exactly when $E^2=m^2+\|p\|^2$

In units $\hbar=c=1$, let $m\neq0$ and $E$ be real, let $p\in\mathbb R^3$, and let $R\in\mathbb C^2$ be nonzero. Define $L=(E-p\cdot\sigma)R/m$, where $\sigma$ denotes the Pauli matrices. Then
$$(E+p\cdot\sigma)L=mR\quad\Longleftrightarrow\quad E^2=m^2+\|p\|^2 .$$
Consequently, a real $E$ is an eigenvalue of the free Dirac Hamiltonian at momentum $p$ exactly when it satisfies the same relation.

## Two spinors coupled by the mass

A free Dirac particle of momentum $p$ has a right-handed spinor $R$ and a left-handed spinor $L$ with
$$p\cdot\sigma\,R+mL=ER,\qquad mR-p\cdot\sigma\,L=EL .$$
The first equation fixes $L$ when $m\neq0$; the second is then a condition on $E$. Both signs of $E$ are allowed. For this non-interacting particle, the negative branch is the simplest case of the negative-energy states that four-component electronic-structure methods must handle.

## From the Pauli matrices to the mass shell

Number the components of $p$ from 0, as Lean does:
$$p\cdot\sigma=\begin{pmatrix}p_2&p_0-ip_1\\p_0+ip_1&-p_2\end{pmatrix}.$$
In the square, both diagonal entries are $p_2^2+(p_0-ip_1)(p_0+ip_1)=\|p\|^2$. The off-diagonal entries are $p_2(p_0\mp ip_1)-(p_0\mp ip_1)p_2=0$. Hence $(p\cdot\sigma)^2=\|p\|^2$, and
$$(E+p\cdot\sigma)(E-p\cdot\sigma)=E^2-(p\cdot\sigma)^2=E^2-\|p\|^2,$$
since the cross terms cancel. Applying $E+p\cdot\sigma$ to $L$ gives
$$(E+p\cdot\sigma)L=\frac{E^2-\|p\|^2}{m}R .$$
If this equals $mR$, choose a component $R_i\neq0$ and cancel it: $(E^2-\|p\|^2)/m=m$, which is the mass-shell relation. Conversely, that relation makes the prefactor equal to $m$.

For the eigenvalue statement, suppose $(R,L)$ is a nonzero eigenvector. If $R=0$, the first equation gives $L=0$, a contradiction; so $R\neq0$ and the equivalence applies. In the other direction, on the mass shell take $R=(1,0)$ and build $L$ from it. This eigenvector has squared norm $2E(E-p_2)/m^2$; dividing by the square root normalises it.

## Why $R$ must be nonzero

Take $R=0$, $m=1$, $p=0$ and $E=0$. Then $L=0$ and the second chiral equation reads $0=0$, although $E^2=0$ and $m^2+\|p\|^2=1$.

## The statement in Lean

The momentum is a `EuclideanSpace ℝ (Fin 3)`, so `‖p‖` is the Euclidean length. Spinors are functions `Fin 2 → ℂ`, `sigmaDot p` is the matrix above, and `*ᵥ` applies a matrix to a vector. `leftSpinor` is the definition of $L$. `diracHamiltonian` acts on the four components indexed by `Fin 2 ⊕ Fin 2`, with $R$ first; `Sum.elim R L` joins the two halves.

The main equivalence is `second_chiral_iff_mass_shell`. Its hypothesis `hm : m ≠ 0` includes the physical case $m>0$. The momentum is a fixed vector, not a differential operator, and there is no external field. Eigenvalue multiplicities and Lorentz transformations are not treated.

At $m=0$ the formula for $L$ is not available and the two chiral equations decouple. A nonzero $R$ that satisfies the first one still forces $E^2=\|p\|^2$, but for $p\neq0$ the converse fails for a general $R$, which must also be a helicity eigenvector. The eigenvalue statement itself remains true at $m=0$, but `dirac_eigenvalue_iff` does not cover that case, because its proof uses the formula for $L$.

```lean
import Mathlib

open Matrix

namespace ChiralDirac

noncomputable section

/-- The operator `p·σ` on two-component spinors, written out in the standard Pauli matrices. -/
def sigmaDot (p : EuclideanSpace ℝ (Fin 3)) : Matrix (Fin 2) (Fin 2) ℂ :=
  !![((p 2 : ℝ) : ℂ), ((p 0 : ℝ) : ℂ) - Complex.I * ((p 1 : ℝ) : ℂ);
     ((p 0 : ℝ) : ℂ) + Complex.I * ((p 1 : ℝ) : ℂ), -((p 2 : ℝ) : ℂ)]

/-- The left-handed spinor `L = (E - p·σ) R / m` defined by the first chiral equation. -/
def leftSpinor (m E : ℝ) (p : EuclideanSpace ℝ (Fin 3)) (R : Fin 2 → ℂ) : Fin 2 → ℂ :=
  (m : ℂ)⁻¹ • (((E : ℂ) • (1 : Matrix (Fin 2) (Fin 2) ℂ) - sigmaDot p) *ᵥ R)

/-- The Dirac Hamiltonian at momentum `p` in the chiral basis, acting on pairs `(R, L)`. -/
def diracHamiltonian (m : ℝ) (p : EuclideanSpace ℝ (Fin 3)) :
    Matrix (Fin 2 ⊕ Fin 2) (Fin 2 ⊕ Fin 2) ℂ :=
  fromBlocks (sigmaDot p) ((m : ℂ) • 1) ((m : ℂ) • 1) (-sigmaDot p)

/-- The square of `p·σ` is the squared length of the momentum times the identity. -/
theorem sigmaDot_sq (p : EuclideanSpace ℝ (Fin 3)) :
    sigmaDot p * sigmaDot p = ((‖p‖ ^ 2 : ℝ) : ℂ) • (1 : Matrix (Fin 2) (Fin 2) ℂ) := by
  have hn : ‖p‖ ^ 2 = p 0 ^ 2 + p 1 ^ 2 + p 2 ^ 2 := by
    simp [EuclideanSpace.norm_sq_eq, Fin.sum_univ_three]
  rw [hn]
  ext i j
  fin_cases i <;> fin_cases j <;>
    simp [sigmaDot, Matrix.mul_apply, Fin.sum_univ_two] <;>
    first
    | linear_combination (-((p 1 : ℝ) : ℂ) ^ 2) * Complex.I_sq
    | ring

/-- The two chiral operators multiply to the scalar `E² - ‖p‖²`. -/
theorem chiral_product (E : ℝ) (p : EuclideanSpace ℝ (Fin 3)) :
    ((E : ℂ) • (1 : Matrix (Fin 2) (Fin 2) ℂ) + sigmaDot p) * ((E : ℂ) • 1 - sigmaDot p)
      = ((E ^ 2 - ‖p‖ ^ 2 : ℝ) : ℂ) • 1 := by
  simp only [add_mul, mul_sub, smul_mul_assoc, mul_smul_comm, one_mul, mul_one, sigmaDot_sq]
  push_cast
  module

/-- Applying `E + p·σ` to the left-handed spinor returns `R` multiplied by
`(E² - ‖p‖²) / m`. -/
theorem chiral_apply_leftSpinor (m E : ℝ) (p : EuclideanSpace ℝ (Fin 3)) (R : Fin 2 → ℂ) :
    ((E : ℂ) • (1 : Matrix (Fin 2) (Fin 2) ℂ) + sigmaDot p) *ᵥ leftSpinor m E p R
      = ((m : ℂ)⁻¹ * ((E ^ 2 - ‖p‖ ^ 2 : ℝ) : ℂ)) • R := by
  rw [leftSpinor, Matrix.mulVec_smul, Matrix.mulVec_mulVec, chiral_product,
    Matrix.smul_mulVec, Matrix.one_mulVec, smul_smul]

/-- For nonzero mass and a nonzero right-handed spinor `R`, with `L` defined by the first
chiral equation, the second one holds if and only if `E² = m² + ‖p‖²`. -/
theorem second_chiral_iff_mass_shell {m E : ℝ} {p : EuclideanSpace ℝ (Fin 3)}
    {R : Fin 2 → ℂ} (hm : m ≠ 0) (hR : R ≠ 0) :
    ((E : ℂ) • (1 : Matrix (Fin 2) (Fin 2) ℂ) + sigmaDot p) *ᵥ leftSpinor m E p R
      = (m : ℂ) • R ↔ E ^ 2 = m ^ 2 + ‖p‖ ^ 2 := by
  rw [chiral_apply_leftSpinor]
  constructor
  · intro h
    -- compare the two sides at a component where `R` does not vanish
    obtain ⟨i, hi⟩ := Function.ne_iff.mp hR
    have h1 := congrFun h i
    simp only [Pi.smul_apply, smul_eq_mul] at h1
    have h2 := mul_right_cancel₀ hi h1
    have h3 : m⁻¹ * (E ^ 2 - ‖p‖ ^ 2) = m := by exact_mod_cast h2
    rw [inv_mul_eq_iff_eq_mul₀ hm] at h3
    linear_combination h3
  · intro h
    have h3 : m⁻¹ * (E ^ 2 - ‖p‖ ^ 2) = m := by
      rw [inv_mul_eq_iff_eq_mul₀ hm]
      linear_combination h
    have h2 : (m : ℂ)⁻¹ * ((E ^ 2 - ‖p‖ ^ 2 : ℝ) : ℂ) = (m : ℂ) := by exact_mod_cast h3
    rw [h2]

/-- For nonzero mass, `(R, L)` satisfies the Dirac eigenvalue equation with energy `E` if and
only if `L` is the spinor defined by the first chiral equation and the second one holds. -/
theorem dirac_iff_chiral {m E : ℝ} {p : EuclideanSpace ℝ (Fin 3)} {R L : Fin 2 → ℂ}
    (hm : m ≠ 0) :
    diracHamiltonian m p *ᵥ Sum.elim R L = (E : ℂ) • Sum.elim R L ↔
      L = leftSpinor m E p R ∧
      ((E : ℂ) • (1 : Matrix (Fin 2) (Fin 2) ℂ) + sigmaDot p) *ᵥ L = (m : ℂ) • R := by
  have hm' : (m : ℂ) ≠ 0 := by exact_mod_cast hm
  -- split the four-component equation into its two chiral halves
  have key : diracHamiltonian m p *ᵥ Sum.elim R L = (E : ℂ) • Sum.elim R L ↔
      sigmaDot p *ᵥ R + (m : ℂ) • L = (E : ℂ) • R ∧
      (m : ℂ) • R + -(sigmaDot p *ᵥ L) = (E : ℂ) • L := by
    have hs : (E : ℂ) • Sum.elim R L = Sum.elim ((E : ℂ) • R) ((E : ℂ) • L) := by
      ext (i | i) <;> rfl
    rw [diracHamiltonian, Matrix.fromBlocks_mulVec, hs]
    simp only [Sum.elim_comp_inl, Sum.elim_comp_inr, Matrix.smul_mulVec,
      Matrix.one_mulVec, Matrix.neg_mulVec]
    constructor
    · intro h
      exact ⟨funext fun i => congrFun h (Sum.inl i), funext fun i => congrFun h (Sum.inr i)⟩
    · rintro ⟨h1, h2⟩
      rw [h1, h2]
  rw [key, leftSpinor, eq_inv_smul_iff₀ hm', Matrix.sub_mulVec, Matrix.add_mulVec,
    Matrix.smul_mulVec, Matrix.smul_mulVec, Matrix.one_mulVec, Matrix.one_mulVec]
  constructor
  · rintro ⟨h1, h2⟩
    exact ⟨by rw [← h1]; abel, by rw [← h2]; abel⟩
  · rintro ⟨h1, h2⟩
    exact ⟨by rw [h1]; abel, by rw [← h2]; abel⟩

/-- For nonzero mass, a real number `E` is an eigenvalue of the Dirac Hamiltonian at
momentum `p` if and only if `E² = m² + ‖p‖²`. -/
theorem dirac_eigenvalue_iff {m E : ℝ} {p : EuclideanSpace ℝ (Fin 3)} (hm : m ≠ 0) :
    (∃ ψ : Fin 2 ⊕ Fin 2 → ℂ, ψ ≠ 0 ∧ diracHamiltonian m p *ᵥ ψ = (E : ℂ) • ψ) ↔
      E ^ 2 = m ^ 2 + ‖p‖ ^ 2 := by
  constructor
  · rintro ⟨ψ, hψ, h⟩
    obtain ⟨R, L, rfl⟩ : ∃ R L : Fin 2 → ℂ, ψ = Sum.elim R L :=
      ⟨ψ ∘ Sum.inl, ψ ∘ Sum.inr, (Sum.elim_comp_inl_inr ψ).symm⟩
    obtain ⟨hL, h2⟩ := (dirac_iff_chiral hm).1 h
    -- a vanishing right-handed part would force the whole spinor to vanish
    have hR : R ≠ 0 := by
      intro h0
      apply hψ
      rw [hL, h0]
      ext (i | i) <;> simp [leftSpinor]
    rw [hL] at h2
    exact (second_chiral_iff_mass_shell hm hR).1 h2
  · intro h
    have hR : (![1, 0] : Fin 2 → ℂ) ≠ 0 := by
      intro h0
      have h1 := congrFun h0 0
      simp at h1
    refine ⟨Sum.elim ![1, 0] (leftSpinor m E p ![1, 0]), ?_,
      (dirac_iff_chiral hm).2 ⟨rfl, (second_chiral_iff_mass_shell hm hR).2 h⟩⟩
    intro h0
    exact hR (funext fun i => congrFun h0 (Sum.inl i))

end

end ChiralDirac
```

```lean
#print axioms ChiralDirac.dirac_iff_chiral
#print axioms ChiralDirac.dirac_eigenvalue_iff
```

```
'ChiralDirac.dirac_iff_chiral' depends on axioms: [propext, Classical.choice, Quot.sound]
'ChiralDirac.dirac_eigenvalue_iff' depends on axioms: [propext, Classical.choice, Quot.sound]
```

## How the proof follows the algebra

`sigmaDot_sq` checks the four matrix entries, using $i^2=-1$ where needed. `chiral_product` expands the product and inserts that square, and `chiral_apply_leftSpinor` carries the result over to $L$.

In `second_chiral_iff_mass_shell`, `Function.ne_iff` supplies the nonzero component of $R$ and `mul_right_cancel₀` cancels it. `exact_mod_cast` moves the remaining scalar equation from the complex to the real numbers, where `linear_combination` finishes it.

`dirac_iff_chiral` splits the four-component eigenvalue equation into its two halves and rearranges them into the definition of $L$ and the second chiral equation. `dirac_eigenvalue_iff` then combines the two equivalences: it excludes $R=0$ in one direction and uses the spinor `![1, 0]` in the other.
